# Without a kick, an eigenstate with an admixture of amplitude e has a dipole drift of at most 4e‖X‖ under a fixed Hamiltonian

An absorption spectrum can be computed in real time by giving the ground state a weak kick of strength \(k\), recording the dipole, subtracting its initial value, dividing by \(k\) and taking a Fourier transform in time. If the starting state is not quite an eigenstate, the dipole can move even when there is no kick. Division by a small \(k\) magnifies this motion, and the spectrum can show features that are not a response to the kick. Making \(k\) smaller to stay in the linear regime makes the artefact larger.

The energy can hide the problem. An admixture of amplitude \(e\) shifts the energy only in order \(e^2\), while the dipole can move in order \(e\). With \(e=10^{-4}\) and \(k=10^{-3}\) in atomic units, the bound derived here still allows an artefact of \(0.4\,\|X\|\), where \(X\) is the dipole operator. For a fixed linear Hamiltonian and a bounded \(X\), the bound gives a convergence of the initial state that is sufficient for a given kick and a given tolerance. In time-dependent density functional theory the Kohn–Sham Hamiltonian depends on the density, so there the estimate applies only to the model in which that dependence is frozen.

## States, evolution and the dipole signal

The states live in a complex inner-product space \(V\), of finite or infinite dimension. The Hamiltonian \(H\) is a linear map on all of \(V\), \(\varphi\) and \(\chi\) are vectors, \(E\) and \(e\) are real numbers, and \(\psi(t)\) is a trajectory in \(V\). When \(V\) is a Hilbert space, a symmetric \(H\) defined on all of it is bounded. The Hilbert-space case therefore covers a finite basis or a finite grid, but not the kinetic energy in continuous space.

In Lean 4 with Mathlib:

```lean
import Mathlib

open scoped InnerProductSpace ComplexConjugate

namespace UnkickedDipoleDrift

noncomputable section

variable {V : Type*} [NormedAddCommGroup V] [InnerProductSpace ℂ V]
  {H : V →ₗ[ℂ] V} {φ χ : V} {E e : ℝ} {ψ : ℝ → V}
```

With \(\hbar=1\), the trajectory obeys

\[
\frac{d\psi}{dt}=-iH\psi(t)\quad\text{for all real }t .
\]

`HasDerivAt` states this as a genuine derivative in the norm of \(V\), so no time step or integrator enters.

```lean
/-- The Schrödinger equation `dψ/dt = -i H ψ` at all times, in units with `ħ = 1`. -/
def SolvesSchrodinger (H : V →ₗ[ℂ] V) (ψ : ℝ → V) : Prop :=
  ∀ t, HasDerivAt ψ (-Complex.I • H (ψ t)) t
```

The signal is \(d(t)=\langle\psi(t),X\psi(t)\rangle\), with the inner product conjugate-linear in its first argument. The type `V →L[ℂ] V` makes \(X\) a bounded operator, as a dipole is in a finite basis or a finite box; the position operator on all of space is unbounded. Hermiticity of \(X\) is not required, so the value is typed as a complex number. For a Hermitian dipole it is real.

```lean
/-- The expectation value `⟨ψ, X ψ⟩`. -/
def expect (X : V →L[ℂ] V) (ψ : V) : ℂ := ⟪ψ, X ψ⟫_ℂ
```

The eigenstate rotates with the phase \(p(t)=\exp(-iEt)\).

```lean
/-- The phase `exp(-iEt)`. -/
def phase (E t : ℝ) : ℂ := Complex.exp (-(Complex.I * E) * t)
```

The physical situation is collected in one structure. \(H\) is symmetric, \(H\varphi=E\varphi\), the vectors \(\varphi\) and \(\chi\) are orthonormal, \(0\le e\le1\), and \(\psi\) solves the Schrödinger equation from

\[
\psi(0)=c\,\varphi+e\,\chi,\qquad c=\sqrt{1-e^2}.
\]

Here \(e\) is an amplitude, and the population outside \(\varphi\) is \(e^2\). The vector \(\chi\) need not be an eigenvector; it may be any normalised superposition of states orthogonal to \(\varphi\). The trajectory is given as a solution, and its existence is part of the hypothesis.

```lean
/-- An unkicked run: `ψ` evolves under the Hermitian `H` from `sqrt(1-e²) φ + e χ`, where `φ` is
a unit eigenvector of energy `E`, `χ` a unit vector orthogonal to it, and `0 ≤ e ≤ 1`. -/
structure UnkickedRun (H : V →ₗ[ℂ] V) (φ χ : V) (E e : ℝ) (ψ : ℝ → V) : Prop where
  symm : H.IsSymmetric
  eigen : H φ = (E : ℂ) • φ
  norm_phi : ‖φ‖ = 1
  norm_chi : ‖χ‖ = 1
  orth : ⟪φ, χ⟫_ℂ = 0
  nonneg : 0 ≤ e
  le_one : e ≤ 1
  solves : SolvesSchrodinger H ψ
  start : ψ 0 = ((Real.sqrt (1 - e ^ 2) : ℝ) : ℂ) • φ + (e : ℂ) • χ
```

## The error keeps its size

For any solution,

\[
\frac{d}{dt}\langle\psi,\psi\rangle
=\langle\psi,-iH\psi\rangle+\langle-iH\psi,\psi\rangle
=-i\langle\psi,H\psi\rangle+i\langle H\psi,\psi\rangle=0,
\]

because \(H\) is symmetric. A function whose derivative vanishes everywhere is constant, so \(\|\psi(t)\|=\|\psi(0)\|\). In the code `hd` is the derivative calculation, and `is_const_of_deriv_eq_zero` supplies the constancy.

```lean
/-- Evolution under a Hermitian Hamiltonian conserves the norm. -/
theorem norm_conserved (hH : H.IsSymmetric) (hψ : SolvesSchrodinger H ψ) (t : ℝ) :
    ‖ψ t‖ = ‖ψ 0‖ := by
  have hd : ∀ s, HasDerivAt (fun s => ⟪ψ s, ψ s⟫_ℂ) 0 s := by
    intro s
    refine ((hψ s).inner ℂ (hψ s)).congr_deriv ?_
    rw [inner_smul_left, inner_smul_right, hH (ψ s) (ψ s)]
    simp
  have h : ⟪ψ t, ψ t⟫_ℂ = ⟪ψ 0, ψ 0⟫_ℂ :=
    is_const_of_deriv_eq_zero (fun s => (hd s).differentiableAt) (fun s => (hd s).deriv) t 0
  have h2 : ‖ψ t‖ ^ 2 = ‖ψ 0‖ ^ 2 := by
    rw [← inner_self_eq_norm_sq (𝕜 := ℂ) (ψ t), ← inner_self_eq_norm_sq (𝕜 := ℂ) (ψ 0), h]
  exact (sq_eq_sq₀ (norm_nonneg _) (norm_nonneg _)).mp h2
```

The eigenstate part is known explicitly. For any complex amplitude \(c\),

\[
\frac{d}{dt}\bigl(c\,p(t)\varphi\bigr)=-iE\,c\,p(t)\varphi=-iH\bigl(c\,p(t)\varphi\bigr).
\]

The chain rule for the exponential gives the left side, and the eigenvalue equation `hφ` turns \(E\varphi\) into \(H\varphi\).

```lean
/-- An eigenvector of energy `E`, with any amplitude `c`, evolves by the phase `exp(-iEt)`. -/
theorem stationary (hφ : H φ = (E : ℂ) • φ) (c : ℂ) :
    SolvesSchrodinger H (fun t => (c * phase E t) • φ) := by
  intro t
  have h : HasDerivAt (fun s : ℝ => -(Complex.I * E) * (s : ℂ)) (-(Complex.I * E)) t :=
    ((hasDerivAt_id t).ofReal_comp.const_mul (-(Complex.I * E))).congr_deriv (by simp)
  refine ((h.cexp.const_mul c).smul_const φ).congr_deriv ?_
  simp only [map_smul, hφ, phase]
  module
```

Since \(E\) and \(t\) are real, the exponent of \(p(t)\) is purely imaginary and \(|p(t)|=1\).

```lean
/-- The phase `exp(-iEt)` has modulus one. -/
theorem norm_phase (E t : ℝ) : ‖phase E t‖ = 1 := by
  rw [phase, Complex.norm_exp]
  simp
```

Now take \(c=\sqrt{1-e^2}\) again and subtract the eigenstate part:

\[
r(t)=\psi(t)-c\,p(t)\varphi .
\]

The equation is linear, so \(r\) is a solution as well. It starts from \(r(0)=e\chi\), and norm conservation gives \(\|r(t)\|=e\) at all times. Since

\[
\psi(t)-p(t)\psi(0)=r(t)-p(t)\,e\,\chi ,
\]

the triangle inequality yields

\[
\|\psi(t)-p(t)\psi(0)\|\le e+e=2e .
\]

The state therefore stays close to its phase-rotated initial value for arbitrarily long times. In the code `hr` states that \(r\) is a solution, `hn` gives its constant norm, and `hs` is the decomposition just displayed. Linearity enters at `hr`; with a density-dependent Hamiltonian, \(r\) would in general not obey the same equation as \(\psi\).

```lean
/-- In an unkicked run the state stays within distance `2e` of its initial value, once the
latter is given the phase of the eigenstate. -/
theorem distance_le (h : UnkickedRun H φ χ E e ψ) (t : ℝ) :
    ‖ψ t - phase E t • ψ 0‖ ≤ 2 * e := by
  set c : ℂ := ((Real.sqrt (1 - e ^ 2) : ℝ) : ℂ) with hc
  have he : ‖(e : ℂ)‖ = e := by
    rw [Complex.norm_real, Real.norm_eq_abs, abs_of_nonneg h.nonneg]
  -- the part of the state beyond the eigenvector is itself a solution
  have hr : SolvesSchrodinger H (fun s => ψ s - (c * phase E s) • φ) := fun s =>
    ((h.solves s).fun_sub (stationary h.eigen c s)).congr_deriv
      (by simp only [map_sub, smul_sub])
  have hn : ‖ψ t - (c * phase E t) • φ‖ = ‖ψ 0 - (c * phase E 0) • φ‖ :=
    norm_conserved h.symm hr t
  have h0 : ψ 0 - (c * phase E 0) • φ = (e : ℂ) • χ := by
    have hp : phase E 0 = 1 := by simp [phase]
    rw [h.start, hp, mul_one, add_sub_cancel_left]
  rw [h0, norm_smul, he, h.norm_chi, mul_one] at hn
  have hs : ψ t - phase E t • ψ 0
      = (ψ t - (c * phase E t) • φ) - (phase E t * (e : ℂ)) • χ := by
    rw [h.start]
    module
  have hχ : ‖(phase E t * (e : ℂ)) • χ‖ = e := by
    rw [norm_smul, norm_mul, norm_phase, he, h.norm_chi, one_mul, mul_one]
  rw [hs]
  linarith [norm_sub_le (ψ t - (c * phase E t) • φ) ((phase E t * (e : ℂ)) • χ)]
```

## From distance between states to drift of the dipole

For unit vectors \(a\) and \(b\), adding and subtracting \(\langle b,Xa\rangle\) gives

\[
\langle a,Xa\rangle-\langle b,Xb\rangle
=\langle a-b,Xa\rangle+\langle b,X(a-b)\rangle .
\]

By the Cauchy–Schwarz inequality and the definition of the operator norm, each term on the right is at most \(\|X\|\,\|a-b\|\) in modulus. Hence

\[
|\langle a,Xa\rangle-\langle b,Xb\rangle|\le 2\|X\|\,\|a-b\| .
\]

The identity is `key`, and `hx` is the estimate applied to both terms.

```lean
/-- Expectation values in two unit vectors `a` and `b` differ by at most `2 ‖X‖ ‖a-b‖`. -/
theorem expect_sub_le (X : V →L[ℂ] V) {a b : V} (ha : ‖a‖ = 1) (hb : ‖b‖ = 1) :
    ‖expect X a - expect X b‖ ≤ 2 * (‖X‖ * ‖a - b‖) := by
  have key : expect X a - expect X b = ⟪a - b, X a⟫_ℂ + ⟪b, X (a - b)⟫_ℂ := by
    simp only [expect, map_sub, inner_sub_left, inner_sub_right]
    ring
  have hx : ∀ x y : V, ‖⟪x, X y⟫_ℂ‖ ≤ ‖x‖ * (‖X‖ * ‖y‖) := fun x y =>
    (norm_inner_le_norm _ _).trans
      (mul_le_mul_of_nonneg_left (X.le_opNorm y) (norm_nonneg x))
  have h1 := hx (a - b) a
  have h2 := hx b (a - b)
  rw [ha] at h1
  rw [hb] at h2
  rw [key]
  linarith [norm_add_le ⟪a - b, X a⟫_ℂ ⟪b, X (a - b)⟫_ℂ]
```

Apply this with \(a=\psi(t)\) and \(b=p(t)\psi(0)\). Both are unit vectors: orthonormality gives \(\|\psi(0)\|^2=c^2+e^2=1\), the evolution conserves the norm, and the phase does not change it. The phase also leaves the expectation value alone, since

\[
\langle p\,\psi(0),X\,p\,\psi(0)\rangle=\bar p\,p\,\langle\psi(0),X\psi(0)\rangle=d(0).
\]

Therefore

\[
|d(t)-d(0)|\le2\|X\|\cdot2e=4e\|X\| .
\]

This is `drift_le`: for every unkicked run, every bounded \(X\) and every real time \(t\), the drift is at most \(4e\|X\|\). Neither the energy gaps nor the length of the run appears in the bound. It is informative for small \(e\); from \(e=1/2\) on, it is no better than the estimate \(2\|X\|\) that holds for any two unit vectors. In the code `h0` is the normalisation, `hph` the invariance under the phase, and the last line inserts the distance \(2e\).

```lean
/-- In an unkicked run with admixture amplitude `e`, the expectation value of a bounded operator `X`
drifts from its initial value by at most `4 e ‖X‖`. -/
theorem drift_le (h : UnkickedRun H φ χ E e ψ) (X : V →L[ℂ] V) (t : ℝ) :
    ‖expect X (ψ t) - expect X (ψ 0)‖ ≤ 4 * e * ‖X‖ := by
  have h0 : ‖ψ 0‖ = 1 := by
    have hs : 0 ≤ 1 - e ^ 2 := by nlinarith [h.nonneg, h.le_one]
    have hsq : ‖ψ 0‖ ^ 2 = 1 := by
      rw [h.start, norm_add_sq (𝕜 := ℂ), inner_smul_left, inner_smul_right, h.orth,
        norm_smul, norm_smul, h.norm_phi, h.norm_chi, Complex.norm_real, Complex.norm_real,
        Real.norm_eq_abs, Real.norm_eq_abs, mul_one, mul_one, sq_abs, sq_abs, Real.sq_sqrt hs]
      simp
    nlinarith [norm_nonneg (ψ 0)]
  have hb : ‖phase E t • ψ 0‖ = 1 := by rw [norm_smul, norm_phase, h0, one_mul]
  -- a global phase does not change the expectation value
  have hph : expect X (phase E t • ψ 0) = expect X (ψ 0) := by
    have hz : conj (phase E t) * phase E t = 1 := by
      rw [← Complex.normSq_eq_conj_mul_self, Complex.normSq_eq_norm_sq, norm_phase]
      norm_num
    simp only [expect, map_smul, inner_smul_left, inner_smul_right]
    linear_combination ⟪ψ 0, X (ψ 0)⟫_ℂ * hz
  have hd := expect_sub_le X ((norm_conserved h.symm h.solves t).trans h0) hb
  rw [hph] at hd
  linarith [mul_le_mul_of_nonneg_left (distance_le h t) (norm_nonneg X)]
```

## Division by the kick

Let \(d_k(t)\) be the dipole in a run with kick \(k\). What one records, relative to the initial value, splits as

\[
\frac{d_k(t)-d(0)}{k}=\frac{d(t)-d(0)}{k}+\frac{d_k(t)-d(t)}{k}.
\]

The second term is the effect of the kick on the actual starting state. The first is the artefact \(\alpha\), which would be there without any response. It satisfies \(k\alpha=d(t)-d(0)\), and for \(k>0\) the drift bound gives

\[
|\alpha|\le\frac{4e\|X\|}{k}.
\]

The theorem takes the equation for \(\alpha\) as the hypothesis `hα`. It concerns the signal at one time, before any window or Fourier transform is applied. To keep the artefact no larger than a tolerance \(\delta\), it is enough that \(e\le k\delta/(4\|X\|)\) when \(X\neq0\).

```lean
/-- In an unkicked run with admixture amplitude `e`, dividing the drift of the expectation value of
a bounded operator `X` by a kick strength `k > 0` gives an artefact `α` of size at most
`4 e ‖X‖ / k`. -/
theorem artefact_le (h : UnkickedRun H φ χ E e ψ) (X : V →L[ℂ] V) (t : ℝ) {k : ℝ}
    (hk : 0 < k) {α : ℂ} (hα : (k : ℂ) * α = expect X (ψ t) - expect X (ψ 0)) :
    ‖α‖ ≤ 4 * e * ‖X‖ / k := by
  have hd := drift_le h X t
  rw [← hα, norm_mul, Complex.norm_real, Real.norm_eq_abs, abs_of_pos hk] at hd
  rw [le_div_iff₀ hk]
  linarith
```

## A two-level system that drifts almost as far

A small example shows that the hypotheses describe a real evolution and that the factor 4 is not wasteful for small \(e\). Take the lower level \((1,0)\) and the upper level \((0,1)\).

```lean
/-- The lower level of a two-level system. -/
def ground : EuclideanSpace ℂ (Fin 2) := !₂[1, 0]

/-- The upper level of a two-level system. -/
def excited : EuclideanSpace ℂ (Fin 2) := !₂[0, 1]
```

Their energies are 0 and 1, so \(H(v_0,v_1)=(0,v_1)\).

```lean
/-- The two-level Hamiltonian with energies `0` and `1`. -/
def levels : EuclideanSpace ℂ (Fin 2) →ₗ[ℂ] EuclideanSpace ℂ (Fin 2) where
  toFun v := !₂[0, v 1]
  map_add' u v := by ext i; fin_cases i <;> simp
  map_smul' c v := by ext i; fin_cases i <;> simp
```

The dipole exchanges the levels, \(X(v_0,v_1)=(v_1,v_0)\).

```lean
/-- The transition dipole that exchanges the two levels. -/
def flip : EuclideanSpace ℂ (Fin 2) →L[ℂ] EuclideanSpace ℂ (Fin 2) :=
  LinearMap.toContinuousLinearMap
    { toFun := fun v => !₂[v 1, v 0]
      map_add' := fun u v => by ext i; fin_cases i <;> simp
      map_smul' := fun c v => by ext i; fin_cases i <;> simp }
```

With \(c=\sqrt{1-e^2}\), the state at time \(t\) has amplitudes \(c\) and \(e\exp(-it)\).

```lean
/-- The two-level state with amplitudes `sqrt(1-e²)` and `e exp(-it)`, for `0 ≤ e ≤ 1`. -/
def beat (e t : ℝ) : EuclideanSpace ℂ (Fin 2) :=
  (((Real.sqrt (1 - e ^ 2) : ℝ) : ℂ) * phase 0 t) • ground + ((e : ℂ) * phase 1 t) • excited
```

For \(0\le e\le1\) this trajectory is an unkicked run with \(E=0\). The conditions on \(H\) and on the two vectors are checked by components, and the Schrödinger equation follows by adding two stationary solutions.

```lean
/-- For `0 ≤ e ≤ 1` the two-level state `beat e` is an unkicked run. -/
theorem unkickedRun_witness (h0 : 0 ≤ e) (h1 : e ≤ 1) :
    UnkickedRun levels ground excited 0 e (beat e) where
  symm := by
    intro x y
    simp [levels, PiLp.inner_apply, Fin.sum_univ_two]
  eigen := by ext i; fin_cases i <;> simp [levels, ground]
  norm_phi := by simp [ground, EuclideanSpace.norm_eq, Fin.sum_univ_two]
  norm_chi := by simp [excited, EuclideanSpace.norm_eq, Fin.sum_univ_two]
  orth := by simp [ground, excited, PiLp.inner_apply, Fin.sum_univ_two]
  nonneg := h0
  le_one := h1
  solves := by
    have hg : levels ground = ((0 : ℝ) : ℂ) • ground := by
      ext i; fin_cases i <;> simp [levels, ground]
    have hx : levels excited = ((1 : ℝ) : ℂ) • excited := by
      ext i; fin_cases i <;> simp [levels, excited]
    intro t
    exact ((stationary hg _ t).fun_add (stationary hx _ t)).congr_deriv
      (by simp only [beat, map_add, smul_add])
  start := by simp [beat, phase]
```

For amplitudes \(a\) and \(b\) the dipole is \(\bar a b+\bar b a\), which gives \(d(t)=2ec\cos t\). At \(t=\pi\) the upper amplitude has changed sign, and

\[
d(\pi)-d(0)=-4e\sqrt{1-e^2}.
\]

The theorem also states that \(X\) preserves the norm of every vector, so \(\|X\|=1\). The size of this drift is thus \(\sqrt{1-e^2}\) times the general bound. The ratio tends to 1 as \(e\to0\), and so no constant below 4 would serve for all admixtures. In the code `hab` is the formula for the dipole and `hpi` the change of sign.

```lean
/-- The transition dipole preserves norms, and between times `0` and `π` its expectation value
in `beat e` changes by exactly `-4 e sqrt(1-e²)`. -/
theorem two_level_drift (e : ℝ) :
    (∀ v, ‖flip v‖ = ‖v‖) ∧ expect flip (beat e Real.pi) - expect flip (beat e 0)
      = ((-(4 * e * Real.sqrt (1 - e ^ 2)) : ℝ) : ℂ) := by
  have hX : ∀ v, flip v = !₂[v 1, v 0] := fun _ => rfl
  constructor
  · intro v
    rw [EuclideanSpace.norm_eq, EuclideanSpace.norm_eq]
    simp [hX, Fin.sum_univ_two, add_comm]
  · have hab : ∀ a b : ℂ, expect flip (a • ground + b • excited)
        = conj a * b + conj b * a := by
      intro a b
      simp [expect, hX, ground, excited, PiLp.inner_apply, Fin.sum_univ_two]
      ring
    -- after half a period the upper amplitude has changed sign
    have hpi : phase 1 Real.pi = -1 := by
      have harg : -(Complex.I * ((1 : ℝ) : ℂ)) * (Real.pi : ℂ)
          = -((Real.pi : ℂ) * Complex.I) := by
        push_cast
        ring
      rw [phase, harg, Complex.exp_neg, Complex.exp_pi_mul_I]
      norm_num
    have hz : ∀ t, phase 0 t = 1 := fun t => by simp [phase]
    have hi : phase 1 0 = 1 := by simp [phase]
    simp only [beat, hab, hpi, hz, hi, map_mul, map_neg, map_one, Complex.conj_ofReal]
    push_cast
    ring

end

end UnkickedDipoleDrift
```

```lean
#print axioms UnkickedDipoleDrift.drift_le
#print axioms UnkickedDipoleDrift.artefact_le
#print axioms UnkickedDipoleDrift.two_level_drift
```

```
'UnkickedDipoleDrift.drift_le' depends on axioms: [propext, Classical.choice, Quot.sound]
'UnkickedDipoleDrift.artefact_le' depends on axioms: [propext, Classical.choice, Quot.sound]
'UnkickedDipoleDrift.two_level_drift' depends on axioms: [propext, Classical.choice, Quot.sound]
```
